# For positive gaps and a positive semidefinite interaction, symmetric direct ring amplitudes are fermionic only if the interaction vanishes

Suppose a coupled-cluster program stores doubles amplitudes only for i < j and a < b, and fills in the rest by antisymmetry. If it is given amplitudes from the direct ring equation with positive orbital gaps and a nonzero, positive semidefinite interaction, it damages them. The entries with i = j are set to zero, and the restored array no longer solves the equation it came from. With a single occupied spin orbital, every amplitude is lost.

For a nonzero interaction, the result below rules out an antisymmetric solution under three conditions: the orbital gaps are positive, the interaction is positive semidefinite, and the amplitude matrix is symmetric. It concerns the direct random-phase approximation in a finite basis of real spin orbitals, where the amplitudes enter the correlation energy but cannot, as they stand, be read as the antisymmetric doubles amplitudes of a fermionic wavefunction.

## The ring equation on occupied–virtual pairs

Let i, j label occupied spin orbitals and a, b virtual ones. A pair p = (i,a) stands for the excitation of an electron from i to a, and q = (j,b) for a second excitation. The types `o` and `v` hold the occupied and virtual labels, so a matrix on `o × v` has entries such as T_(ia,jb). Some lemmas need no pair structure and use a general finite index type `n`.

In Lean 4 with Mathlib:

```lean
import Mathlib

open Matrix

namespace DirectRingCoupledCluster

noncomputable section

variable {n o v : Type*} [Fintype n] [DecidableEq n]
  [Fintype o] [DecidableEq o] [Fintype v] [DecidableEq v]
```

The amplitudes T, the interaction K and the matrix A are real square matrices on the pairs. The ring equation is

K + AT + TA + TKT = 0.

```lean
/-- The left-hand side `K + AT + TA + TKT` of the ring coupled-cluster doubles equation. -/
def ringResidual (A K T : Matrix n n ℝ) : Matrix n n ℝ :=
  K + A * T + T * A + T * K * T
```

`ringResidual A K T` is the left-hand side, and a solution is a T for which it equals the zero matrix. The definition itself places no condition on A, K or T.

## Exchange of the occupied labels

The doubles amplitudes of a fermionic wavefunction change sign when the two occupied labels are exchanged and the virtual labels stay in place:

T_(ia,jb) = −T_(ja,ib).

```lean
/-- Amplitudes are fermionic if they change sign when the two occupied indices are exchanged. -/
def IsFermionic (T : Matrix (o × v) (o × v) ℝ) : Prop :=
  ∀ i j a b, T (i, a) (j, b) = -T (j, a) (i, b)
```

The labels must be spin orbitals for this to be the right condition. Closed-shell amplitudes over spatial orbitals, with the spin already summed or adapted, need not obey it even in an exact theory. If T is also symmetric, T_(ia,jb) = T_(jb,ia), then antisymmetry in the virtual labels follows, so the definition need not list it.

Setting j = i gives

T_(ia,ib) = −T_(ia,ib), hence T_(ia,ib) = 0.

This is the exclusion principle: two electrons cannot both leave the same spin orbital.

```lean
omit [Fintype o] [DecidableEq o] [Fintype v] [DecidableEq v] in
/-- Fermionic amplitudes vanish when both electrons leave the same occupied orbital. -/
theorem IsFermionic.same_occupied {T : Matrix (o × v) (o × v) ℝ} (h : IsFermionic T)
    (i : o) (a b : v) : T (i, a) (i, b) = 0 := by
  have := h i i a b
  linarith
```

Taking b = a as well shows that the whole diagonal of T vanishes. The later arguments use the fermionic condition only through this diagonal.

## A semidefinite matrix with zero diagonal

Let M be symmetric with x·Mx ≥ 0 for every real vector x, and let every M_pp be zero. Write e_p for the basis vector of p and take x = e_p + s e_q with a real number s. Then

x·Mx = M_pp + 2s M_pq + s² M_qq = 2s M_pq ≥ 0.

The choice s = 1 gives M_pq ≥ 0, and s = −1 gives M_pq ≤ 0. So M_pq = 0 for all p and q.

```lean
/-- A real symmetric positive semidefinite matrix with zero diagonal is zero. -/
theorem eq_zero_of_diag_eq_zero {M : Matrix n n ℝ} (hM : M.IsSymm)
    (hpos : ∀ x : n → ℝ, 0 ≤ x ⬝ᵥ M *ᵥ x) (hd : ∀ p, M p p = 0) : M = 0 := by
  have e : ∀ (r c : n) (s : ℝ), (M *ᵥ Pi.single c s) r = M r c * s := by
    intro r c s
    show (fun j => M r j) ⬝ᵥ Pi.single c s = _
    rw [dotProduct_single]
  ext p q
  -- test the quadratic form on the sum and the difference of two basis vectors
  have key : ∀ s : ℝ, 0 ≤ 2 * s * M p q := by
    intro s
    have h := hpos (Pi.single p 1 + Pi.single q s)
    simp only [Matrix.mulVec_add, add_dotProduct, dotProduct_add, single_dotProduct,
      e, hd, hM.apply p q] at h
    linarith
  have h1 := key 1
  have h2 := key (-1)
  show M p q = 0
  linarith
```

In the code `Pi.single p 1 + Pi.single q s` is the test vector, and `x ⬝ᵥ M *ᵥ x` is the quadratic form x·Mx. The auxiliary statement `e` evaluates M on a multiple of a basis vector, `key` is the inequality for general s, and `linarith` combines its two instances.

## Negative semidefinite amplitudes

Suppose first that T is symmetric, negative semidefinite and fermionic, and solves the ring equation for some A and K. Then −T is positive semidefinite with zero diagonal, so T = 0. Putting this into the equation leaves

K + A·0 + 0·A + 0·K·0 = K = 0.

```lean
/-- A symmetric, negative semidefinite solution of the ring equation that is fermionic
vanishes, and so does the interaction. -/
theorem fermionic_negSemidef_solution {A K T : Matrix (o × v) (o × v) ℝ}
    (hT : T.IsSymm) (hneg : ∀ x : o × v → ℝ, x ⬝ᵥ T *ᵥ x ≤ 0)
    (hR : ringResidual A K T = 0) (hF : IsFermionic T) : T = 0 ∧ K = 0 := by
  have h0 : -T = 0 := by
    apply eq_zero_of_diag_eq_zero hT.neg
    · intro x
      rw [Matrix.neg_mulVec, dotProduct_neg]
      linarith [hneg x]
    · rintro ⟨i, a⟩
      simp [hF.same_occupied i a a]
  have hT0 : T = 0 := neg_eq_zero.mp h0
  refine ⟨hT0, ?_⟩
  simpa [ringResidual, hT0] using hR
```

Nothing is assumed about A or K here. The sign of T carries the argument, in the hypothesis `hneg`. The proof applies the preceding lemma to `-T` and then simplifies the residual with T = 0.

## The dressed interaction

In direct ring theory the sign condition on T can be replaced by conditions on the physical input. There A has the form

A = D + K,

where D is diagonal with entries d_p. For canonical orbitals, d_(ia) = ε_a − ε_i is the gap between the virtual and the occupied orbital energy. Substituting A and collecting terms gives

K + (D + K)T + T(D + K) + TKT
= DT + TD + K + KT + TK + TKT
= DT + TD + (1 + T)K(1 + T).

```lean
/-- With `A = D + K`, the ring residual is `DT + TD + (1 + T) K (1 + T)`. -/
theorem ringResidual_direct (D K T : Matrix n n ℝ) :
    ringResidual (D + K) K T = D * T + T * D + (1 + T) * K * (1 + T) := by
  unfold ringResidual
  noncomm_ring
```

The identity holds for any square matrices D, K and T. The tactic `noncomm_ring` expands both sides while keeping the order of the factors.

The last term, M = (1 + T)K(1 + T), is the interaction dressed by the amplitudes. If M vanishes, a solution satisfies DT + TD = 0, which in components reads

(d_p + d_q) T_pq = 0.

When all gaps are positive the bracket is nonzero, and T = 0.

```lean
/-- If the dressed interaction `(1 + T) K (1 + T)` vanishes and all orbital gaps are positive,
a solution of the direct ring equation is zero. -/
theorem amplitudes_eq_zero {d : n → ℝ} (hd : ∀ p, 0 < d p) {K T : Matrix n n ℝ}
    (hR : ringResidual (diagonal d + K) K T = 0)
    (hM : (1 + T) * K * (1 + T) = 0) : T = 0 := by
  rw [ringResidual_direct, hM, add_zero] at hR
  ext p q
  have h := congrFun (congrFun hR p) q
  simp only [Matrix.add_apply, Matrix.diagonal_mul, Matrix.mul_diagonal,
    Matrix.zero_apply] at h
  have h' : (d p + d q) * T p q = 0 := by linear_combination h
  exact (mul_eq_zero.mp h').resolve_left (add_pos (hd p) (hd q)).ne'
```

Here `diagonal d` is the matrix D. The function `d` may take any positive values on the pairs; it need not come from differences of orbital energies. Positivity stands for a reference state in which every occupied orbital lies below every virtual one.

## Fermionic solutions force the interaction to vanish

Let K be symmetric and positive semidefinite. For the Coulomb interaction between real orbitals, K_(ia,jb) = (ia|jb), and x·Kx is the electrostatic self-energy of the charge distribution built from the orbital products φ_i φ_a with weights x_(ia), up to the usual factor of one half. That energy is never negative.

Let T be a symmetric solution. The dressed interaction M is then symmetric, and with y = (1 + T)x,

x·Mx = y·Ky ≥ 0.

The diagonal entries of the ring equation read

2 d_p T_pp + M_pp = 0.

If T is fermionic, T_pp = 0, so M_pp = 0 for every p. A positive semidefinite matrix with zero diagonal is zero, so M = 0. The previous step gives T = 0, and the ring equation then leaves K = 0.

Conversely, if K = 0, then M = 0 and again T = 0. The zero matrix is fermionic.

```lean
/-- For positive orbital gaps and a positive semidefinite interaction, a symmetric solution of
the direct ring equation is fermionic exactly when the interaction is zero. -/
theorem direct_ring_fermionic_iff {d : o × v → ℝ} (hd : ∀ p, 0 < d p)
    {K T : Matrix (o × v) (o × v) ℝ} (hK : K.IsSymm)
    (hpos : ∀ x : o × v → ℝ, 0 ≤ x ⬝ᵥ K *ᵥ x) (hT : T.IsSymm)
    (hR : ringResidual (diagonal d + K) K T = 0) : IsFermionic T ↔ K = 0 := by
  constructor
  · intro hF
    have hS : (1 + T)ᵀ = 1 + T := by
      rw [Matrix.transpose_add, Matrix.transpose_one, hT.eq]
    -- the dressed interaction is positive semidefinite with zero diagonal
    have hM : (1 + T) * K * (1 + T) = 0 := by
      apply eq_zero_of_diag_eq_zero
      · show ((1 + T) * K * (1 + T))ᵀ = _
        rw [Matrix.transpose_mul, Matrix.transpose_mul, hS, hK.eq, Matrix.mul_assoc]
      · intro x
        have hx : x ᵥ* (1 + T) = (1 + T) *ᵥ x := by
          rw [← Matrix.mulVec_transpose, hS]
        rw [← Matrix.mulVec_mulVec, ← Matrix.mulVec_mulVec, Matrix.dotProduct_mulVec, hx]
        exact hpos _
      · rintro ⟨i, a⟩
        have h := hR
        rw [ringResidual_direct] at h
        have h' := congrFun (congrFun h (i, a)) (i, a)
        rw [Matrix.add_apply, Matrix.add_apply, Matrix.diagonal_mul, Matrix.mul_diagonal,
          hF.same_occupied i a a] at h'
        simpa using h'
    have hT0 := amplitudes_eq_zero hd hR hM
    simpa [ringResidual, hT0] using hR
  · intro hK0
    have hT0 : T = 0 := amplitudes_eq_zero hd hR (by simp [hK0])
    intro i j a b
    simp [hT0]
```

In words, `direct_ring_fermionic_iff` takes positive gaps (`hd`), a symmetric positive semidefinite interaction (`hK`, `hpos`) and a symmetric solution T (`hT`, `hR`), and concludes that T is fermionic exactly when K is the zero matrix. It applies to every symmetric solution, not only to the one that connects to weak coupling, and it assumes no sign for T.

The first half of the proof follows the steps above. `hS` records that 1 + T is symmetric, which lets one factor be moved across the dot product, and `hM` is the vanishing of the dressed interaction. The entry of the ring equation at `(i, a)` supplies its zero diagonal.

The theorem takes a solution as given; it neither constructs one for general K nor derives the ring equation from a wavefunction. It also leaves out antisymmetrised interactions, K_(ia,jb) = (ia|jb) − (ib|ja), for which A is in general no longer D + K. Such a K has zero diagonal, so by the lemma above it can be positive semidefinite only if it is zero.

## One occupied and one virtual spin orbital

In the smallest nontrivial case all matrices are numbers, with gap d > 0, interaction k ≥ 0 and amplitude t:

k + 2(d + k)t + kt² = 0.

The fermionic condition is t = −t, so t = 0, and the equation then requires k = 0. For k > 0 the solutions are

t = [−(d + k) ± √(d² + 2dk)] / k,

and both are negative. A single electron thus acquires a nonzero double-excitation amplitude, which is the self-correlation of the direct random-phase approximation in its simplest form.

## Antisymmetry built into the unknowns

The amplitudes could also have been modelled as independent numbers for i < j and a < b, extended to all labels by antisymmetry. The extended matrix is automatically symmetric and fermionic. Under the same conditions on the gaps and on K, the result would then become a statement of non-existence: for K ≠ 0, no such set of numbers solves the direct ring equation. Keeping T as a general matrix and the exchange condition as a separate property allows the actual solutions to be discussed as well.

## A separable interaction with an explicit solution

An example shows that the conditions of the theorem can be met with K ≠ 0. Take two occupied and two virtual orbitals, and let every entry of K be 1. This is a model interaction, not one computed from particular orbitals.

```lean
/-- The separable interaction between two occupied and two virtual orbitals, all entries one. -/
def separableK : Matrix (Fin 2 × Fin 2) (Fin 2 × Fin 2) ℝ := Matrix.of fun _ _ => 1
```

There are four pairs, so K² = 4K. In terms of the normalised vector u = (1,1,1,1)/2, K is 4 times the projector onto u. Its quadratic form is

x·Kx = (Σ_p x_p)² ≥ 0.

With unit gaps, A = 1 + K. For T = −K/8 the four terms of the residual are

K, −K/8 − K/2, −K/8 − K/2, K/4,

and their sum is zero.

```lean
/-- The separable interaction is symmetric, positive semidefinite and nonzero, and with unit
gaps `T = -K/8` is a symmetric solution of the direct ring equation. -/
theorem direct_ring_witness :
    separableK.IsSymm ∧ (∀ x : Fin 2 × Fin 2 → ℝ, 0 ≤ x ⬝ᵥ separableK *ᵥ x) ∧
    separableK ≠ 0 ∧ ((-(1 / 8) : ℝ) • separableK).IsSymm ∧
    ringResidual (diagonal (fun _ => 1) + separableK) separableK
      ((-(1 / 8) : ℝ) • separableK) = 0 := by
  have hs : separableK.IsSymm := by
    ext p q
    rfl
  have hJ : separableK * separableK = (4 : ℝ) • separableK := by
    ext p q
    simp [separableK, Matrix.mul_apply]
    try norm_num
  have hD : diagonal (fun _ : Fin 2 × Fin 2 => (1 : ℝ)) = 1 := Matrix.diagonal_one
  refine ⟨hs, ?_, ?_, hs.smul _, ?_⟩
  · intro x
    have h : x ⬝ᵥ separableK *ᵥ x = (∑ p, x p) * (∑ p, x p) := by
      simp [separableK, Matrix.mulVec, dotProduct, Finset.sum_mul]
    rw [h]
    exact mul_self_nonneg _
  · intro h
    have h' := congrFun (congrFun h (0, 0)) (0, 0)
    simp [separableK] at h'
  · rw [hD]
    simp only [ringResidual, add_mul, mul_add, one_mul, mul_one, smul_mul_assoc,
      mul_smul_comm, hJ, smul_smul]
    module
```

The relation K² = 4K is `hJ`. It reduces the residual to a multiple of K, and `module` checks that the coefficient vanishes. Every amplitude equals −1/8, including those with both electrons leaving the same orbital, so the exchange condition fails visibly.

## An indefinite interaction with fermionic amplitudes

Positivity of K is needed. On the same four pairs, with the orbitals numbered 0 and 1, define

E_(ia,jb) = (j − i)(b − a).

```lean
/-- The doubly antisymmetric amplitude pattern for two occupied and two virtual orbitals. -/
def exchangeE : Matrix (Fin 2 × Fin 2) (Fin 2 × Fin 2) ℝ :=
  Matrix.of fun p q => ((q.1.val : ℝ) - p.1.val) * ((q.2.val : ℝ) - p.2.val)
```

This matrix is symmetric, changes sign under exchange of i and j, and satisfies E² = 1, so its eigenvalues are ±1. Choose unit gaps and

K = (16 − 20E)/9, T = E/2.

Since all the matrices are combinations of 1 and E, the residual 2T + (1 + T)K(1 + T) can be evaluated on each eigenspace of E:

E = 1: K = −4/9, T = 1/2, and 1 + (3/2)²·(−4/9) = 0,

E = −1: K = 4, T = −1/2, and −1 + (1/2)²·4 = 0.

So T is a nonzero fermionic solution for a nonzero interaction. The eigenvalue −4/9 shows which condition of the theorem is violated. It also means that this K is a mathematical counterexample and not a Coulomb matrix (ia|jb) over real orbitals, which has no negative eigenvalue.

```lean
/-- With unit gaps and the symmetric nonzero interaction `K = (16 - 20 E)/9`, the direct ring
equation has the symmetric fermionic solution `T = E/2`. -/
theorem indefinite_interaction_fermionic :
    ((16 / 9 : ℝ) • 1 - (20 / 9 : ℝ) • exchangeE).IsSymm ∧
    (16 / 9 : ℝ) • 1 - (20 / 9 : ℝ) • exchangeE ≠ 0 ∧
    ((1 / 2 : ℝ) • exchangeE).IsSymm ∧ IsFermionic ((1 / 2 : ℝ) • exchangeE) ∧
    ringResidual (diagonal (fun _ => 1) + ((16 / 9 : ℝ) • 1 - (20 / 9 : ℝ) • exchangeE))
      ((16 / 9 : ℝ) • 1 - (20 / 9 : ℝ) • exchangeE) ((1 / 2 : ℝ) • exchangeE) = 0 := by
  have hs : exchangeE.IsSymm := by
    ext p q
    simp only [exchangeE, Matrix.transpose_apply, Matrix.of_apply]
    ring
  have hE : exchangeE * exchangeE = 1 := by
    ext ⟨i, a⟩ ⟨j, b⟩
    fin_cases i <;> fin_cases a <;> fin_cases j <;> fin_cases b <;>
      simp [exchangeE, Matrix.mul_apply, Fintype.sum_prod_type, Fin.sum_univ_two]
  have hD : diagonal (fun _ : Fin 2 × Fin 2 => (1 : ℝ)) = 1 := Matrix.diagonal_one
  refine ⟨(Matrix.isSymm_one.smul _).sub (hs.smul _), ?_, hs.smul _, ?_, ?_⟩
  · intro h
    have h' := congrFun (congrFun h (0, 0)) (0, 0)
    simp [exchangeE] at h'
  · intro i j a b
    simp only [exchangeE, Matrix.smul_apply, Matrix.of_apply, smul_eq_mul]
    ring
  · rw [hD]
    simp only [ringResidual, add_mul, mul_add, sub_mul, mul_sub, one_mul, mul_one,
      smul_mul_assoc, mul_smul_comm, hE, smul_smul]
    module

end

end DirectRingCoupledCluster
```

The theorem lists the symmetry of K and T, the fact that K is nonzero, the exchange condition and the ring equation. The proof works with the matrices directly and not with eigenspaces: `hE` is the relation E² = 1, verified entry by entry, and after the products are expanded with it, `module` collects the coefficients of 1 and E.

```lean
#print axioms DirectRingCoupledCluster.fermionic_negSemidef_solution
#print axioms DirectRingCoupledCluster.direct_ring_fermionic_iff
#print axioms DirectRingCoupledCluster.indefinite_interaction_fermionic
```

```
'DirectRingCoupledCluster.fermionic_negSemidef_solution' depends on axioms: [propext, Classical.choice, Quot.sound]
'DirectRingCoupledCluster.direct_ring_fermionic_iff' depends on axioms: [propext, Classical.choice, Quot.sound]
'DirectRingCoupledCluster.indefinite_interaction_fermionic' depends on axioms: [propext, Classical.choice, Quot.sound]
```
